# Attractive kernels with v + f ≥ 0 keep the correlation energy between its RPA value and zero

All matrices are real and square, indexed by a finite basis `n`. For a matrix M, "M ≥ 0" means positive semidefinite, and A ≥ B means A − B ≥ 0. Mathlib's `PosSemidef` includes symmetry.

The matrix v is the Coulomb interaction, f an exchange-correlation kernel, and K a general kernel: K = v is the random-phase approximation (RPA), K = v + f the corrected theory. At one imaginary frequency the non-interacting density response is χ₀ = −S². The coupling strength is l, and the interaction enters as lK, so f is taken to scale linearly with l. The interacting response and the coupling-strength integrand are

χ = −S (1 + l S K S)⁻¹ S

U(K) = Tr( v S [(1 + l S K S)⁻¹ − 1] S ).

The correlation energy integrates U over l from 0 to 1 and sums over a finite quadrature of the positive imaginary-frequency axis, with weights w_k and prefactor 1/(2π). S and K may vary with the node k; v does not.

In Lean 4 with Mathlib:

```lean
import Mathlib

open Matrix

namespace RPAKernelCorrection

noncomputable section

variable {n : Type*} [Fintype n] [DecidableEq n]

/-- The interacting density response `-S (1 + l S K S)⁻¹ S` at coupling strength `l` with
kernel `K`, for the non-interacting response `-S²`. Its domain is invertible `1 + l S K S`. -/
def response (S K : Matrix n n ℝ) (l : ℝ) : Matrix n n ℝ :=
  -(S * (1 + l • (S * K * S))⁻¹ * S)

/-- The coupling-strength integrand `U(K) = Tr(v S [(1 + l S K S)⁻¹ - 1] S)` of the correlation
energy. Its domain is invertible `1 + l S K S`. -/
def integrand (v S K : Matrix n n ℝ) (l : ℝ) : ℝ :=
  trace (v * (S * ((1 + l • (S * K * S))⁻¹ - 1) * S))

/-- The correlation energy: the integrand integrated over the coupling strength from 0 to 1 and
summed over a frequency quadrature with weights `w`, with prefactor `1/(2π)`.
Its domain is invertible `1 + l S K S` at every node and every `l` in `[0, 1]`. -/
def correlationEnergy {ι : Type*} [Fintype ι] (w : ι → ℝ) (v : Matrix n n ℝ)
    (S K : ι → Matrix n n ℝ) : ℝ :=
  1 / (2 * Real.pi) * ∑ k, w k * ∫ l in (0 : ℝ)..1, integrand v (S k) (K k) l
```

For symmetric S, l ≥ 0, −f ≥ 0 and v + f ≥ 0, the result is U(v) ≤ U(v+f) ≤ 0, and the energies are ordered in the same way when the weights are nonnegative. For kernel-corrected RPA in a finite basis with a linearly scaled kernel, this means that such an f can only make the correlation energy less negative or leave it unchanged. It does not say that the corrected energy is closer to the exact one.

## Invertibility of 1 + l S K S: the response exists

Physically, a singular 1 + l S K S signals an instability of the interacting system as the kernel K describes it. By hand, let X be the inverse. From (1 + l S K S)X = 1 follows X = 1 − l S K S X, and so

χ = −S X S = −S² + l S² K S X S = χ₀ + χ₀ (lK) χ.

This is the Dyson equation. In `response_dyson` the hypothesis `h` says that the determinant is a unit; `hX'` is the formula for X, and the `calc` block substitutes it. Without invertibility there may be no response at all: for 1×1 matrices with S = l = 1 and K = −1 the equation reads χ = −1 + χ.

```lean
/-- Where `1 + l S K S` is invertible, the interacting response solves the Dyson equation
`χ = χ₀ + χ₀ (l K) χ` with `χ₀ = -S²`. -/
theorem response_dyson (S K : Matrix n n ℝ) (l : ℝ)
    (h : IsUnit (1 + l • (S * K * S)).det) :
    response S K l = -(S * S) + -(S * S) * (l • K) * response S K l := by
  have hX := Matrix.mul_nonsing_inv _ h
  unfold response
  generalize (1 + l • (S * K * S))⁻¹ = X at hX ⊢
  rw [add_mul, one_mul, smul_mul_assoc] at hX
  have hX' : X = 1 - l • (S * K * S * X) := eq_sub_of_add_eq hX
  calc -(S * X * S) = -(S * (1 - l • (S * K * S * X)) * S) := by rw [← hX']
    _ = _ := by
      simp only [mul_sub, sub_mul, mul_smul_comm, smul_mul_assoc, neg_mul, mul_neg,
        mul_assoc, one_mul]
      module
```

Since S(X − 1)S = −(χ − χ₀), the integrand is U(K) = −Tr( v (χ − χ₀) ), the Coulomb matrix traced with the induced change of response. This is pure algebra and needs no hypothesis.

```lean
/-- The integrand is minus the trace of the Coulomb matrix times the change of the response
caused by the interaction. -/
theorem integrand_eq_response (v S K : Matrix n n ℝ) (l : ℝ) :
    integrand v S K l = -trace (v * (response S K l - -(S * S))) := by
  unfold integrand response
  rw [← Matrix.trace_neg]
  congr 1
  noncomm_ring
```

## v ≥ 0: charge fluctuations cost Coulomb energy

This condition says that no density fluctuation has negative Coulomb self-energy. The main theorem does not assume it separately, because v = (v + f) + (−f) is a sum of two positive semidefinite matrices.

It is used through the inequality Tr(AM) ≥ 0 for A, M ≥ 0. Write A = W D Wᵀ with W orthogonal and D diagonal with entries d_j ≥ 0. Then

Tr(AM) = Σ_j (Wᵀ M W)_jj d_j ≥ 0,

because the diagonal entries of a positive semidefinite matrix are nonnegative. In the proof, `W` has the eigenvectors of `A` as columns, `hW` and `hAW` state orthogonality and diagonalisation, and `key` is the displayed sum. The vector `Pi.single j 1` picks out the diagonal entry.

If v is allowed to be negative, the sign of U is lost even for a repulsive kernel: v = −1/2 and S = K = l = 1 give U = 1/4.

```lean
/-- The trace of a product of two positive semidefinite matrices is nonnegative. -/
theorem trace_mul_nonneg {A M : Matrix n n ℝ} (hA : A.PosSemidef) (hM : M.PosSemidef) :
    0 ≤ trace (A * M) := by
  let b := hA.isHermitian.eigenvectorBasis
  let d := hA.isHermitian.eigenvalues
  let W : Matrix n n ℝ := Matrix.of fun i j => (b j).ofLp i
  -- the eigenvectors form an orthogonal matrix that diagonalises `A`
  have hW : Wᵀ * W = 1 := by
    ext i j
    have h := orthonormal_iff_ite.mp b.orthonormal i j
    rw [PiLp.inner_apply] at h
    rw [Matrix.mul_apply, Matrix.one_apply, ← h]
    refine Finset.sum_congr rfl fun k _ => ?_
    simp [W, mul_comm]
  have hW' : W * Wᵀ = 1 := mul_eq_one_comm.mp hW
  have hAW : A * W = W * diagonal d := by
    ext i j
    have h := congrFun (hA.isHermitian.mulVec_eigenvectorBasis j) i
    rw [Matrix.mul_diagonal]
    calc (A * W) i j = (A *ᵥ (b j).ofLp) i := rfl
      _ = d j * (b j).ofLp i := h
      _ = W i j * d j := mul_comm _ _
  have hN : (Wᵀ * M * W).PosSemidef := by
    have h := hM.conjTranspose_mul_mul_same W
    rwa [Matrix.conjTranspose_eq_transpose_of_trivial] at h
  have key : trace (A * M) = ∑ j, (Wᵀ * M * W) j j * d j := by
    calc trace (A * M) = trace (A * (W * Wᵀ) * M) := by rw [hW', mul_one]
      _ = trace (W * diagonal d * (Wᵀ * M)) := by
        rw [← hAW]; simp only [mul_assoc]
      _ = trace (Wᵀ * M * W * diagonal d) := by
        rw [Matrix.trace_mul_comm]; simp only [mul_assoc]
      _ = _ := by simp only [Matrix.trace, Matrix.diag_apply, Matrix.mul_diagonal]
  rw [key]
  refine Finset.sum_nonneg fun j _ => mul_nonneg ?_ (hA.eigenvalues_nonneg j)
  have h := hN.dotProduct_mulVec_nonneg (Pi.single j 1)
  simpa [dotProduct, Matrix.mulVec, Pi.single_apply] using h
```

## Symmetric S and l ≥ 0: more repulsion means more screening

Symmetry of S makes −S² negative semidefinite, as a static or imaginary-frequency response should be. The condition l ≥ 0 says that the interaction is switched on with its own sign. Together they ensure that a more repulsive kernel gives a larger 1 + l S K S.

The inverse of that matrix then becomes smaller. For positive definite P and Q with P ≥ Q, expanding the product gives

(P − Q) + (P − Q) Q⁻¹ (P − Q) = P Q⁻¹ P − P.

The left side is positive semidefinite. Multiplying by P⁻¹ on both sides gives Q⁻¹ − P⁻¹ ≥ 0. In the proof, `e` is the identity and `e2` the simplification after the multiplication.

```lean
/-- Inversion reverses the order of positive definite matrices: if `P ≥ Q` then
`Q⁻¹ ≥ P⁻¹`. -/
theorem inv_sub_inv_posSemidef {P Q : Matrix n n ℝ} (hP : P.PosDef) (hQ : Q.PosDef)
    (h : (P - Q).PosSemidef) : (Q⁻¹ - P⁻¹).PosSemidef := by
  have p1 := Matrix.nonsing_inv_mul P hP.det_pos.ne'.isUnit
  have p2 := Matrix.mul_nonsing_inv P hP.det_pos.ne'.isUnit
  have q1 := Matrix.nonsing_inv_mul Q hQ.det_pos.ne'.isUnit
  have q2 := Matrix.mul_nonsing_inv Q hQ.det_pos.ne'.isUnit
  -- `P Q⁻¹ P - P` is a sum of two positive semidefinite matrices
  have e : (P - Q) + (P - Q) * Q⁻¹ * (P - Q) = P * Q⁻¹ * P - P := by
    calc _ = (P - Q) + (P * Q⁻¹ * P - P * (Q⁻¹ * Q) - (Q * Q⁻¹) * P
          + (Q * Q⁻¹) * Q) := by noncomm_ring
      _ = _ := by rw [q1, q2]; noncomm_ring
  have hR := h.add (hQ.inv.posSemidef.conjTranspose_mul_mul_same (P - Q))
  rw [h.isHermitian.eq, e] at hR
  -- congruence with `P⁻¹` turns it into the difference of the inverses
  have hT := hR.conjTranspose_mul_mul_same P⁻¹
  rw [hP.inv.isHermitian.eq] at hT
  have e2 : P⁻¹ * (P * Q⁻¹ * P - P) * P⁻¹ = Q⁻¹ - P⁻¹ := by
    calc _ = (P⁻¹ * P) * Q⁻¹ * (P * P⁻¹) - (P⁻¹ * P) * P⁻¹ := by noncomm_ring
      _ = _ := by rw [p1, p2, one_mul, mul_one, one_mul]
  rwa [e2] at hT
```

The Mathlib lemma that carries most of the argument is `conjTranspose_mul_mul_same`: if M ≥ 0, then Bᴴ M B ≥ 0 for every B. By hand this is xᵀ(Bᵀ M B)x = (Bx)ᵀ M (Bx) ≥ 0. The file applies it with B equal to `W`, `P - Q`, `P⁻¹` and `S`. The lemma always returns a conjugate transpose on the left, whereas the physical formula has S on both sides. Symmetry closes that gap: `hS.eq` is the equation Sᴴ = S, and rewriting with it turns Sᴴ K S into S K S.

For K ≥ 0 this gives l S K S ≥ 0, so 1 + l S K S is positive definite, and in particular invertible.

```lean
/-- For symmetric `S`, a positive semidefinite kernel and `l ≥ 0`, the matrix `1 + l S K S` is
positive definite. -/
theorem dielectric_posDef {S K : Matrix n n ℝ} {l : ℝ} (hS : S.IsHermitian)
    (hK : K.PosSemidef) (hl : 0 ≤ l) : (1 + l • (S * K * S)).PosDef := by
  have h := hK.conjTranspose_mul_mul_same S
  rw [hS.eq] at h
  exact Matrix.PosDef.one.add_posSemidef (h.smul hl)
```

Now let L ≥ K ≥ 0, and set P = 1 + l S L S and Q = 1 + l S K S. Then P − Q = l S (L − K) S ≥ 0, so Q⁻¹ − P⁻¹ ≥ 0, and

U(K) − U(L) = Tr( v S (Q⁻¹ − P⁻¹) S ) ≥ 0.

In `integrand_antitone`, `hd` is the ordering of P and Q, `hD` that of the inverses between two factors S, and `ht` the trace inequality.

Both hypotheses matter already for f = 0. With S = v = 1 and l = −1/2, U(v) = 1. With l = 1, v twice the 2×2 identity and the antisymmetric S with rows (0, 1) and (−1, 0), one finds 1 + S v S = −1 and U(v) = 8.

```lean
/-- For symmetric `S`, positive semidefinite `v` and `l ≥ 0`, raising a positive semidefinite
kernel `K` to `L ≥ K` lowers the integrand or leaves it unchanged. -/
theorem integrand_antitone {v S K L : Matrix n n ℝ} {l : ℝ} (hS : S.IsHermitian)
    (hv : v.PosSemidef) (hK : K.PosSemidef) (hKL : (L - K).PosSemidef) (hl : 0 ≤ l) :
    integrand v S L l ≤ integrand v S K l := by
  have hL : L.PosSemidef := by simpa using hKL.add hK
  have hd : ((1 + l • (S * L * S)) - (1 + l • (S * K * S))).PosSemidef := by
    have h := (hKL.conjTranspose_mul_mul_same S).smul hl
    rw [hS.eq, mul_sub, sub_mul, smul_sub] at h
    rwa [add_sub_add_left_eq_sub]
  have hD := (inv_sub_inv_posSemidef (dielectric_posDef hS hL hl)
    (dielectric_posDef hS hK hl) hd).conjTranspose_mul_mul_same S
  rw [hS.eq] at hD
  have ht := trace_mul_nonneg hv hD
  unfold integrand
  rw [← sub_nonneg, ← Matrix.trace_sub]
  have e : ∀ X Y : Matrix n n ℝ,
      v * (S * (X - 1) * S) - v * (S * (Y - 1) * S) = v * (S * (X - Y) * S) := by
    intro X Y
    noncomm_ring
  rw [e]
  exact ht
```

## −f ≥ 0: the kernel is attractive

This condition says that f lowers the interaction energy of every density fluctuation, or leaves it unchanged. By hand, v − (v + f) = −f ≥ 0, so v is the more repulsive kernel and U(v) ≤ U(v+f). The second inequality compares v + f with the zero kernel, for which U(0) = 0. The two bullets of the proof are these two uses of `integrand_antitone`; `hf` supplies the first ordering and `hvf` the second.

With a repulsive f the first inequality can fail: S = v = f = l = 1 gives U(v) = −1/2 but U(v+f) = −2/3.

```lean
/-- For symmetric `S` and `l ≥ 0`, an attractive kernel `f` (`-f ≥ 0`) that never outweighs the
Coulomb repulsion (`v + f ≥ 0`) gives `U(v) ≤ U(v + f) ≤ 0`. -/
theorem kernel_reduces_overcorrelation {v f S : Matrix n n ℝ} {l : ℝ} (hS : S.IsHermitian)
    (hvf : (v + f).PosSemidef) (hf : (-f).PosSemidef) (hl : 0 ≤ l) :
    integrand v S v l ≤ integrand v S (v + f) l ∧ integrand v S (v + f) l ≤ 0 := by
  have hv : v.PosSemidef := by simpa using hvf.add hf
  constructor
  · exact integrand_antitone hS hv hvf (by simpa using hf) hl
  · -- compare with the vanishing kernel
    have h := integrand_antitone (K := 0) hS hv Matrix.PosSemidef.zero (by simpa using hvf) hl
    simpa [integrand] using h
```

## Nonnegative weights: from the integrand to the energy

Each weight w_k stands for a piece of the positive imaginary-frequency axis. By hand, one integrates the two inequalities over l from 0 to 1, multiplies by w_k ≥ 0, sums over k and multiplies by 1/(2π).

Comparing the integrals requires integrability, which is derived: the determinant of 1 + l S K S is positive on [0, 1], so its inverse, the adjugate divided by the determinant, is continuous in l.

```lean
/-- For symmetric `S` and a positive semidefinite kernel, the integrand is continuous in the
coupling strength on `[0, 1]`. -/
theorem integrand_continuousOn (v : Matrix n n ℝ) {S K : Matrix n n ℝ} (hS : S.IsHermitian)
    (hK : K.PosSemidef) : ContinuousOn (integrand v S K) (Set.Icc 0 1) := by
  have hM : Continuous fun l : ℝ => 1 + l • (S * K * S) :=
    continuous_const.add (continuous_id.smul continuous_const)
  have hinv : ContinuousOn (fun l : ℝ => (1 + l • (S * K * S))⁻¹) (Set.Icc 0 1) := by
    simp only [Matrix.inv_def, Ring.inverse_eq_inv']
    exact (hM.matrix_det.continuousOn.inv₀
      fun l hl => (dielectric_posDef hS hK hl.1).det_pos.ne').smul
        hM.matrix_adjugate.continuousOn
  have hg : Continuous fun X : Matrix n n ℝ => trace (v * (S * (X - 1) * S)) :=
    (continuous_const.matrix_mul ((continuous_const.matrix_mul
      (continuous_id.sub continuous_const)).matrix_mul continuous_const)).matrix_trace
  exact hg.comp_continuousOn hinv
```

In `correlationEnergy_bounds`, `hint` turns continuity into integrability, `integral_mono_on` compares the integrals, and `hw` is used when multiplying by the weights. A single node with weight −1 and S = v = 1, f = 0 would give a positive energy. The theorem concerns the finite quadrature sum, not its limit as a frequency integral.

```lean
/-- With nonnegative quadrature weights, symmetric `S` and kernels `f` obeying `-f ≥ 0` and
`v + f ≥ 0` at every frequency, the kernel-corrected correlation energy lies between the RPA
value and zero. -/
theorem correlationEnergy_bounds {ι : Type*} [Fintype ι] {w : ι → ℝ} {v : Matrix n n ℝ}
    {S f : ι → Matrix n n ℝ} (hw : ∀ k, 0 ≤ w k) (hS : ∀ k, (S k).IsHermitian)
    (hvf : ∀ k, (v + f k).PosSemidef) (hf : ∀ k, (-f k).PosSemidef) :
    correlationEnergy w v S (fun _ => v) ≤ correlationEnergy w v S (fun k => v + f k) ∧
      correlationEnergy w v S (fun k => v + f k) ≤ 0 := by
  have hpi : 0 ≤ 1 / (2 * Real.pi) := by positivity
  have hint : ∀ k (K : Matrix n n ℝ), K.PosSemidef →
      IntervalIntegrable (integrand v (S k) K) MeasureTheory.volume 0 1 := fun k K hK =>
    (integrand_continuousOn v (hS k) hK).intervalIntegrable_of_Icc zero_le_one
  unfold correlationEnergy
  constructor
  · refine mul_le_mul_of_nonneg_left (Finset.sum_le_sum fun k _ =>
      mul_le_mul_of_nonneg_left ?_ (hw k)) hpi
    have hv : v.PosSemidef := by simpa using (hvf k).add (hf k)
    exact intervalIntegral.integral_mono_on zero_le_one (hint k _ hv) (hint k _ (hvf k))
      fun l hl => (kernel_reduces_overcorrelation (hS k) (hvf k) (hf k) hl.1).1
  · refine mul_nonpos_of_nonneg_of_nonpos hpi (Finset.sum_nonpos fun k _ =>
      mul_nonpos_of_nonneg_of_nonpos (hw k) ?_)
    have h := intervalIntegral.integral_mono_on zero_le_one (hint k _ (hvf k))
      (intervalIntegrable_const (c := (0 : ℝ)))
      fun l hl => (kernel_reduces_overcorrelation (hS k) (hvf k) (hf k) hl.1).2
    simpa using h
```

## v + f ≥ 0: the attraction never outweighs the repulsion

This condition says that the net interaction of every density fluctuation remains repulsive or vanishes. It was used above to compare v + f with the zero kernel and to keep 1 + l S (v + f) S positive definite.

Keeping only v ≥ 0 and −f ≥ 0 is not enough for U(v+f) ≤ 0. Take 1×1 matrices with S = v = l = 1 and f = −3/2. Then v + f = −1/2, 1 + l S (v + f) S = 1/2, and U(v+f) = 2 − 1 = 1. The matrix 1 + l S (v + f) S is still positive definite here, so the sign changes before any instability is reached. In the proof, `e` computes the value 1/2 and `hi` its inverse.

```lean
/-- In one dimension with `S = v = 1` and `l = 1`, the attractive kernel `f = -3/2` makes the
integrand positive. -/
theorem overattractive_kernel_changes_sign :
    (-((-(3 / 2) : ℝ) • (1 : Matrix (Fin 1) (Fin 1) ℝ))).PosSemidef ∧
      0 < integrand (1 : Matrix (Fin 1) (Fin 1) ℝ) 1 (1 + (-(3 / 2) : ℝ) • 1) 1 := by
  constructor
  · rw [neg_smul, neg_neg]
    exact Matrix.PosSemidef.one.smul (by norm_num)
  · have e : (1 : Matrix (Fin 1) (Fin 1) ℝ) + (1 : ℝ) • (1 * (1 + (-(3 / 2) : ℝ) • 1) * 1)
        = (1 / 2 : ℝ) • 1 := by
      rw [one_mul, mul_one]
      module
    have hi : ((1 / 2 : ℝ) • (1 : Matrix (Fin 1) (Fin 1) ℝ))⁻¹ = (2 : ℝ) • 1 := by
      apply Matrix.inv_eq_right_inv
      rw [smul_mul_assoc, one_mul, smul_smul]
      norm_num
    unfold integrand
    rw [e, hi]
    norm_num [Matrix.trace_sub, Matrix.trace_smul, Matrix.trace_one]

end

end RPAKernelCorrection
```

```lean
#print axioms RPAKernelCorrection.response_dyson
-- 'RPAKernelCorrection.response_dyson' depends on axioms: [propext, Classical.choice, Quot.sound]
#print axioms RPAKernelCorrection.integrand_eq_response
-- 'RPAKernelCorrection.integrand_eq_response' depends on axioms: [propext, Classical.choice, Quot.sound]
#print axioms RPAKernelCorrection.correlationEnergy_bounds
-- 'RPAKernelCorrection.correlationEnergy_bounds' depends on axioms: [propext, Classical.choice, Quot.sound]
#print axioms RPAKernelCorrection.overattractive_kernel_changes_sign
-- 'RPAKernelCorrection.overattractive_kernel_changes_sign' depends on axioms: [propext, Classical.choice, Quot.sound]
```
